# Greedy stick distribution: maximal load at most 2 − 1/m times that of any assignment

## Sticks, loads and the greedy rule

In a plane-wave calculation, the coefficients that share two reciprocal-space indices form a column, or stick, along the third. The sticks are divided among m ≥ 1 processes, numbered 0, …, m − 1. There are n sticks, numbered 0, …, n − 1 in the order in which they are assigned, and stick i has length p(i) ≥ 0.

An assignment a sends stick i to process a(i). After the first k sticks, process j holds the load

L_k(j) = sum of p(i) over i < k with a(i) = j,

and the total length assigned so far is

P_k = p(0) + … + p(k − 1).

The assignment is greedy if each stick k < n goes to a process of least current load:

L_k(a(k)) ≤ L_k(j) for every j.

Ties may be broken in any way. The maximal load of an assignment is the largest L_n(j) over all processes j.

## The two bounds and a case of equality

For n ≥ 1, the maximal load of a greedy assignment is at most

P_n/m + (1 − 1/m) max p,

where max p is the length of the longest stick. It is also at most 2 − 1/m times the maximal load of any assignment of the same sticks, and for every m there are sticks for which this factor is attained.

Both bounds follow from one inequality. Let M ≥ 0 be any number with p(i) ≤ M for all i < n. Then, for every process j,

m L_n(j) ≤ P_n + (m − 1) M.

The proof is by induction on the number of sticks. With no sticks the inequality reads 0 ≤ (m − 1) M. Now let stick k be assigned.

If it goes to j, then j was least loaded. The m loads sum to P_k and none is below L_k(j), so m L_k(j) ≤ P_k. Hence

m L_{k+1}(j) = m L_k(j) + m p(k) ≤ P_k + p(k) + (m − 1) p(k) ≤ P_{k+1} + (m − 1) M.

If it goes elsewhere, the load of j is unchanged, while the right-hand side grows by p(k) ≥ 0.

Taking M = max p and dividing by m gives the first bound. For the second, let B be the maximal load of another assignment b. The process that holds stick i under b has load at least p(i), so p(i) ≤ B. The m loads under b are at most B each, so P_n ≤ m B. With M = B,

m L_n(j) ≤ m B + (m − 1) B = (2m − 1) B,

and division by m gives the factor.

For equality, write m = r + 1 and take m r sticks of length 1 followed by one of length m. Under cyclic distribution, where stick i goes to process i mod m, process j holds after k ≤ m r sticks

L_k(j) = ⌊(k + r − j)/m⌋.

For the receiving process, j = k mod m, this equals ⌊k/m⌋. For any other process it is at least ⌊k/m⌋, because j ≤ r. Cyclic distribution is therefore greedy. After the unit sticks every process holds r, and the long stick raises process 0 to r + m = 2m − 1. If instead consecutive blocks of m unit sticks go to processes 0, …, r − 1 and the long stick goes to process r, every load is m. The ratio is (2m − 1)/m = 2 − 1/m. For m ≥ 2 the order matters here: if the long stick is assigned first, the greedy rule gives every process the load m.

For load balancing in a parallel FFT, the first bound says that the maximal load under the greedy rule exceeds the average load by at most 1 − 1/m times the longest stick, when load is measured only by the number of coefficients held. Communication and the time of the transforms themselves do not enter.

## Loads and maxima in Lean

```lean
import Mathlib

open Finset

namespace StickDistribution

noncomputable section
```

Lengths and assignments are functions on all natural numbers, `p : ℕ → ℝ` and `a : ℕ → Fin m`, of which only the first `n` values matter. Lengths are real, so integer counts of coefficients are a special case. `load p a k j` is L_k(j).

```lean
/-- Total length of the sticks held by process `j` after the first `k` sticks are assigned. -/
def load {m : ℕ} (p : ℕ → ℝ) (a : ℕ → Fin m) (k : ℕ) (j : Fin m) : ℝ :=
  ∑ i ∈ range k, if a i = j then p i else 0
```

`IsGreedy` compares the receiving process with every other process before the stick is added. It prescribes no order of the sticks: they may be sorted beforehand, but the bounds make no use of it.

```lean
/-- Each of the first `n` sticks goes to a process whose load is least at that moment. -/
def IsGreedy {m : ℕ} (p : ℕ → ℝ) (a : ℕ → Fin m) (n : ℕ) : Prop :=
  ∀ k < n, ∀ j, load p a k (a k) ≤ load p a k j
```

The maximal load is a maximum over the processes. `NeZero m` expresses m ≥ 1, so that process 0 exists.

```lean
/-- The largest load of any process after `n` sticks. -/
def maxLoad {m : ℕ} [NeZero m] (p : ℕ → ℝ) (a : ℕ → Fin m) (n : ℕ) : ℝ :=
  univ.sup' ⟨0, mem_univ 0⟩ (load p a n)
```

The longest stick needs at least one stick, hence the argument `hn : 0 < n`.

```lean
/-- The length of the longest among the first `n` sticks. -/
def longest (p : ℕ → ℝ) (n : ℕ) (hn : 0 < n) : ℝ :=
  (range n).sup' ⟨0, mem_range.2 hn⟩ p
```

## The inequality for a single process

Two identities carry the bookkeeping: how a load changes when one stick is added, and the fact that the loads sum to the total length. The second is proved by exchanging the sums over processes and sticks.

```lean
/-- Assigning one more stick raises the load of its process by the length of the stick and leaves
the other loads unchanged. -/
theorem load_succ {m : ℕ} (p : ℕ → ℝ) (a : ℕ → Fin m) (k : ℕ) (j : Fin m) :
    load p a (k + 1) j = load p a k j + if a k = j then p k else 0 :=
  sum_range_succ _ _

/-- The loads of all processes add up to the total length of the sticks. -/
theorem sum_load {m : ℕ} (p : ℕ → ℝ) (a : ℕ → Fin m) (n : ℕ) :
    ∑ j, load p a n j = ∑ i ∈ range n, p i := by
  unfold load
  rw [sum_comm]
  simp
```

The next theorem is the inequality with a general M. Its induction separates the two cases above with `by_cases h : a k = j`. In the first, `card_nsmul_le_sum` says that m times the least load is at most the sum of the loads, and `h3` replaces (m − 1) p(k) by (m − 1) M. In the second, the induction hypothesis and p(k) ≥ 0 suffice.

```lean
/-- For any upper bound `M ≥ 0` on the stick lengths, `m` times a load of the greedy assignment is
at most the total length plus `(m - 1) M`. -/
theorem greedy_load_le {m : ℕ} [NeZero m] {p : ℕ → ℝ} {a : ℕ → Fin m} {n : ℕ} {M : ℝ}
    (hM : 0 ≤ M) (hg : IsGreedy p a n) (hp : ∀ i < n, 0 ≤ p i) (hpM : ∀ i < n, p i ≤ M)
    (j : Fin m) : (m : ℝ) * load p a n j ≤ ∑ i ∈ range n, p i + ((m : ℝ) - 1) * M := by
  have hm : (0 : ℝ) ≤ (m : ℝ) - 1 := by
    have h : 1 ≤ m := Nat.one_le_iff_ne_zero.2 (NeZero.ne m)
    have h' : (1 : ℝ) ≤ m := by exact_mod_cast h
    linarith
  induction n with
  | zero =>
    have h0 : load p a 0 j = 0 := by simp [load]
    rw [h0, sum_range_zero, mul_zero, zero_add]
    exact mul_nonneg hm hM
  | succ k ih =>
    have hpk := hp k (Nat.lt_succ_self k)
    rw [load_succ, sum_range_succ]
    by_cases h : a k = j
    · -- the receiving process was least loaded, hence at most at the average
      have h1 : (m : ℝ) * load p a k j ≤ ∑ i ∈ range k, p i := by
        rw [← sum_load p a k]
        have h2 := card_nsmul_le_sum univ (load p a k) (load p a k j)
          (fun i _ => h ▸ hg k (Nat.lt_succ_self k) i)
        simpa using h2
      have h3 := mul_le_mul_of_nonneg_left (hpM k (Nat.lt_succ_self k)) hm
      rw [if_pos h]
      linarith
    · -- the load of `j` is unchanged
      have h1 := ih (fun i hi => hg i (by omega)) (fun i hi => hp i (by omega))
        (fun i hi => hpM i (by omega))
      rw [if_neg h, add_zero]
      linarith
```

## Average plus longest stick

Here M is `longest p n hn`. The step `sup'_le` reduces the maximal load to the load of an arbitrary process, and the identity `e` puts the right-hand side over the common denominator m.

```lean
/-- The maximal load of the greedy assignment is at most the average load plus `1 - 1/m`
times the longest stick. -/
theorem greedy_maxLoad_le {m : ℕ} [NeZero m] {p : ℕ → ℝ} {a : ℕ → Fin m} {n : ℕ}
    (hn : 0 < n) (hp : ∀ i < n, 0 ≤ p i) (hg : IsGreedy p a n) :
    maxLoad p a n ≤ (∑ i ∈ range n, p i) / m + (1 - 1 / (m : ℝ)) * longest p n hn := by
  have hm : (0 : ℝ) < m := by exact_mod_cast Nat.pos_of_ne_zero (NeZero.ne m)
  have hl : ∀ i < n, p i ≤ longest p n hn := fun i hi => le_sup' p (mem_range.2 hi)
  refine sup'_le _ _ fun j _ => ?_
  have key := greedy_load_le ((hp 0 hn).trans (hl 0 hn)) hg hp hl j
  have e : (∑ i ∈ range n, p i) / m + (1 - 1 / (m : ℝ)) * longest p n hn
      = (∑ i ∈ range n, p i + ((m : ℝ) - 1) * longest p n hn) / m := by
    field_simp
  rw [e, le_div_iff₀ hm]
  linarith
```

## Comparison with any other assignment

The two lower bounds on B hold for every assignment `b`, greedy or not. The first compares a single term of the load with the whole sum, the second bounds each of the m loads by their maximum.

```lean
/-- In any assignment the maximal load is at least the length of each stick, and `m` times
the maximal load is at least the total length. -/
theorem maxLoad_lower_bounds {m : ℕ} [NeZero m] {p : ℕ → ℝ} (b : ℕ → Fin m) {n : ℕ}
    (hp : ∀ i < n, 0 ≤ p i) :
    (∀ i < n, p i ≤ maxLoad p b n) ∧ ∑ i ∈ range n, p i ≤ m * maxLoad p b n := by
  have hle : ∀ j, load p b n j ≤ maxLoad p b n := fun j => le_sup' (load p b n) (mem_univ j)
  constructor
  · intro i hi
    refine le_trans ?_ (hle (b i))
    have h := single_le_sum (f := fun k => if b k = b i then p k else 0) (s := range n)
      (fun k hk => by
        split_ifs
        · exact hp k (mem_range.1 hk)
        · exact le_rfl) (mem_range.2 hi)
    simpa [load] using h
  · rw [← sum_load p b n]
    have h := sum_le_card_nsmul univ (load p b n) (maxLoad p b n) (fun j _ => hle j)
    simpa using h
```

Since `b` is arbitrary, the next theorem includes the comparison with an optimal assignment. It also covers n = 0, where both sides vanish.

```lean
/-- The maximal load of the greedy assignment is at most `2 - 1/m` times the maximal load of
any assignment `b` of the same sticks. -/
theorem greedy_le_any {m : ℕ} [NeZero m] {p : ℕ → ℝ} {a : ℕ → Fin m} {n : ℕ}
    (hp : ∀ i < n, 0 ≤ p i) (hg : IsGreedy p a n) (b : ℕ → Fin m) :
    maxLoad p a n ≤ (2 - 1 / (m : ℝ)) * maxLoad p b n := by
  have hm : (0 : ℝ) < m := by exact_mod_cast Nat.pos_of_ne_zero (NeZero.ne m)
  obtain ⟨h1, h2⟩ := maxLoad_lower_bounds b hp
  have hB : 0 ≤ maxLoad p b n :=
    nonneg_of_mul_nonneg_right ((sum_nonneg fun i hi => hp i (mem_range.1 hi)).trans h2) hm
  refine sup'_le _ _ fun j _ => ?_
  have key := greedy_load_le hB hg hp h1 j
  have e : (2 - 1 / (m : ℝ)) * maxLoad p b n = ((2 * m - 1) * maxLoad p b n) / m := by
    field_simp
  rw [e, le_div_iff₀ hm]
  linarith
```

## Sticks that attain the factor

The number of processes is written `r + 1`, so every m ≥ 1 occurs. For `r = 0` there is one process and one stick of length 1, and the ratio is 1. The lengths are chosen to give equality and are not derived from a cutoff sphere.

```lean
/-- Sticks of length `1`, the first `(r + 1) r` of them, followed by sticks of length `r + 1`. -/
def tightSticks (r i : ℕ) : ℝ := if i < (r + 1) * r then 1 else r + 1

/-- Cyclic distribution over `r + 1` processes. -/
def cyclic (r i : ℕ) : Fin (r + 1) := ⟨i % (r + 1), Nat.mod_lt _ r.succ_pos⟩

/-- Distribution over `r + 1` processes in consecutive blocks of `r + 1` sticks. -/
def blocks (r i : ℕ) : Fin (r + 1) := ⟨i / (r + 1) % (r + 1), Nat.mod_lt _ r.succ_pos⟩
```

The first lemma says that ⌊(k + r − j)/(r + 1)⌋ grows by one exactly when k mod (r + 1) = j. It writes k = (r + 1) q + s and treats s < j, s = j and s > j separately. The second uses this in an induction to obtain the cyclic loads while only unit sticks have been assigned.

```lean
private lemma round_step (r k j : ℕ) (hj : j < r + 1) :
    (k + 1 + r - j) / (r + 1) = (k + r - j) / (r + 1) + if k % (r + 1) = j then 1 else 0 := by
  have hk := Nat.div_add_mod k (r + 1)
  have hs := Nat.mod_lt k r.succ_pos
  generalize k / (r + 1) = q at hk
  generalize k % (r + 1) = s at hk hs ⊢
  have one : ∀ c, r + 1 ≤ c → c < 2 * (r + 1) → c / (r + 1) = 1 := fun c h1 h2 =>
    Nat.div_eq_of_lt_le (by omega) (by omega)
  have e1 : k + 1 + r - j = (r + 1) * q + (s + 1 + r - j) := by omega
  have e2 : k + r - j = (r + 1) * q + (s + r - j) := by omega
  rw [e1, e2, Nat.mul_add_div r.succ_pos, Nat.mul_add_div r.succ_pos]
  rcases lt_trichotomy s j with h | h | h
  · rw [Nat.div_eq_of_lt (by omega), Nat.div_eq_of_lt (by omega), if_neg (by omega)]
  · rw [one (s + 1 + r - j) (by omega) (by omega),
      Nat.div_eq_of_lt (show s + r - j < r + 1 by omega), if_pos h]
  · rw [one (s + 1 + r - j) (by omega) (by omega), one (s + r - j) (by omega) (by omega),
      if_neg (by omega)]

private lemma cyclic_load (r k : ℕ) (j : Fin (r + 1)) (hk : k ≤ (r + 1) * r) :
    load (tightSticks r) (cyclic r) k j = (((k + r - (j : ℕ)) / (r + 1) : ℕ) : ℝ) := by
  induction k with
  | zero =>
    have h : (0 + r - (j : ℕ)) / (r + 1) = 0 := Nat.div_eq_of_lt (by omega)
    rw [h]
    simp [load]
  | succ k ih =>
    have ht : tightSticks r k = 1 := if_pos (by omega)
    rw [load_succ, ih (by omega), round_step r k j j.isLt, Nat.cast_add]
    by_cases h : k % (r + 1) = (j : ℕ)
    · have h' : cyclic r k = j := Fin.ext h
      rw [if_pos h, if_pos h', ht, Nat.cast_one]
    · have h' : ¬ cyclic r k = j := fun e => h (congrArg Fin.val e)
      rw [if_neg h, if_neg h', Nat.cast_zero]
```

For the block distribution, the induction runs over whole blocks. After `q` of them, with `q ≤ r`, the processes below `q` hold r + 1 each and the others hold nothing.

```lean
private lemma blocks_load (r q : ℕ) (j : Fin (r + 1)) (hq : q ≤ r) :
    load (tightSticks r) (blocks r) ((r + 1) * q) j = if (j : ℕ) < q then (r : ℝ) + 1 else 0 := by
  induction q with
  | zero => simp [load]
  | succ q ih =>
    have hK := Nat.mul_le_mul_left (r + 1) hq
    rw [mul_add_one] at hK
    have hin : ∀ x ∈ range (r + 1), (if blocks r ((r + 1) * q + x) = j
        then tightSticks r ((r + 1) * q + x) else 0) = if q = (j : ℕ) then (1 : ℝ) else 0 := by
      intro x hx
      have hx' := mem_range.1 hx
      have hd : ((r + 1) * q + x) / (r + 1) % (r + 1) = q := by
        rw [Nat.mul_add_div r.succ_pos, Nat.div_eq_of_lt hx', add_zero,
          Nat.mod_eq_of_lt (by omega)]
      have ht : tightSticks r ((r + 1) * q + x) = 1 := if_pos (by omega)
      by_cases h : q = (j : ℕ)
      · rw [if_pos (Fin.ext (hd.trans h)), if_pos h, ht]
      · rw [if_neg (fun e => h (hd.symm.trans (congrArg Fin.val e))), if_neg h]
    have ih' := ih (by omega)
    unfold load at ih' ⊢
    rw [mul_add_one, sum_range_add, ih', sum_congr rfl hin, sum_const, card_range, nsmul_eq_mul]
    split_ifs <;> first | omega | (push_cast; ring)
```

The last theorem states that the cyclic assignment is greedy, that the block assignment has maximal load r + 1, and that the ratio is exact. Greediness (`hg`) follows from the floor formula. For the block value (`hb`), every load is bounded above by r + 1, and the long stick alone forces the maximum to be at least that. In the final equality, one direction is the general bound `greedy_le_any`; the other comes from process 0, whose load `h0` computes as r + (r + 1).

```lean
/-- For `r + 1` processes and `(r + 1) r` unit sticks followed by one of length `r + 1`, cyclic
distribution is greedy and its maximal load is exactly `2 - 1/(r + 1)` times that of the block
distribution, which is `r + 1`. -/
theorem greedy_ratio_sharp_witness (r : ℕ) :
    IsGreedy (tightSticks r) (cyclic r) ((r + 1) * r + 1) ∧
    maxLoad (tightSticks r) (blocks r) ((r + 1) * r + 1) = r + 1 ∧
    maxLoad (tightSticks r) (cyclic r) ((r + 1) * r + 1) =
      (2 - 1 / ((r + 1 : ℕ) : ℝ)) * maxLoad (tightSticks r) (blocks r) ((r + 1) * r + 1) := by
  have hp : ∀ i < (r + 1) * r + 1, 0 ≤ tightSticks r i := by
    intro i _
    unfold tightSticks
    split_ifs <;> positivity
  have ht : tightSticks r ((r + 1) * r) = r + 1 := if_neg (lt_irrefl _)
  have hg : IsGreedy (tightSticks r) (cyclic r) ((r + 1) * r + 1) := by
    intro k hk j
    rw [cyclic_load r k _ (by omega), cyclic_load r k _ (by omega)]
    have e : (k + r - (cyclic r k : ℕ)) / (r + 1) = k / (r + 1) := by
      have h := Nat.div_add_mod k (r + 1)
      have h' : k + r - (cyclic r k : ℕ) = (r + 1) * (k / (r + 1)) + r := by
        change k + r - k % (r + 1) = _
        generalize k / (r + 1) = q at h ⊢
        generalize k % (r + 1) = s at h ⊢
        omega
      rw [h', Nat.mul_add_div r.succ_pos, Nat.div_eq_of_lt (Nat.lt_succ_self r), add_zero]
    rw [e]
    exact Nat.cast_le.2 (Nat.div_le_div_right (by omega))
  have hb : maxLoad (tightSticks r) (blocks r) ((r + 1) * r + 1) = r + 1 := by
    apply le_antisymm
    · refine sup'_le _ _ fun j _ => ?_
      rw [load_succ, blocks_load r r j le_rfl]
      by_cases h : blocks r ((r + 1) * r) = j
      · -- the long stick sits alone on the last process
        have hj : (r + 1) * r / (r + 1) % (r + 1) = (j : ℕ) := congrArg Fin.val h
        rw [Nat.mul_div_cancel_left r r.succ_pos, Nat.mod_eq_of_lt (Nat.lt_succ_self r)] at hj
        rw [if_pos h, if_neg (by omega), ht, zero_add]
      · rw [if_neg h, add_zero]
        split_ifs
        · exact le_rfl
        · positivity
    · rw [← ht]
      exact (maxLoad_lower_bounds (blocks r) hp).1 _ (Nat.lt_succ_self _)
  refine ⟨hg, hb, le_antisymm (greedy_le_any hp hg (blocks r)) ?_⟩
  -- the long stick lands on process 0, which already holds `r` unit sticks
  have h0 : load (tightSticks r) (cyclic r) ((r + 1) * r + 1) 0 = r + (r + 1) := by
    have hc : cyclic r ((r + 1) * r) = 0 := Fin.ext (by simp [cyclic])
    have hd : ((r + 1) * r + r - ((0 : Fin (r + 1)) : ℕ)) / (r + 1) = r := by
      have hz : ((0 : Fin (r + 1)) : ℕ) = 0 := by simp
      rw [hz, Nat.sub_zero, Nat.mul_add_div r.succ_pos,
        Nat.div_eq_of_lt (Nat.lt_succ_self r), add_zero]
    rw [load_succ, cyclic_load r _ 0 le_rfl, hd, if_pos hc, ht]
  have e : (2 - 1 / ((r + 1 : ℕ) : ℝ)) * ((r : ℝ) + 1) = r + (r + 1) := by
    have hr : (r : ℝ) + 1 ≠ 0 := by positivity
    push_cast
    rw [sub_mul, one_div, inv_mul_cancel₀ hr]
    ring
  rw [hb, e, ← h0]
  exact le_sup' (load (tightSticks r) (cyclic r) ((r + 1) * r + 1)) (mem_univ 0)

end

end StickDistribution
```

```lean
#print axioms StickDistribution.greedy_maxLoad_le
#print axioms StickDistribution.greedy_le_any
```

```
'StickDistribution.greedy_maxLoad_le' depends on axioms: [propext, Classical.choice, Quot.sound]
'StickDistribution.greedy_le_any' depends on axioms: [propext, Classical.choice, Quot.sound]
```
